# Origin limit and $G=0$ integral of a Gaussian local pseudopotential channel

Let $Z$ and $c$ be real numbers, let $a,b,d>0$, and for $r>0$ put
$$V(r)=-\frac{Z}{r}+\frac{Z}{r}e^{-ar^2}+Za\,r\,e^{-br^2}+c\,e^{-dr^2}.$$
Then $V(r)\to c$ and $(V(r)-c)/r\to 0$ as $r\to0^+$, the function $r^2\,(V+Z/r)$ is integrable on $(0,\infty)$, and
$$4\pi\int_0^\infty r^2\Big(V(r)+\frac{Z}{r}\Big)\,dr=\frac{2\pi Z}{a}+\frac{2\pi Za}{b^2}+c\Big(\frac{\pi}{d}\Big)^{3/2}.$$

## Physical setting

In atomic units, $V$ is the local channel of an effective core potential: $r$ is the distance of a valence electron from the nucleus, $Z$ the charge of the ionic core, $a,b,d$ are Gaussian exponents (inverse squared lengths) and $c$ is an energy. At large $r$ the Gaussians decay and $V$ approaches the Coulomb tail $-Z/r$. At small $r$ the second term cancels the singularity of the first, and the third removes the linear term that this cancellation leaves.

For one spherical local channel of one atom, without nonlocal projectors, the result bears on two points of practice: the electron–ion potential entering a real-space quantum Monte Carlo (QMC) local energy stays finite at the nucleus, and the short-range part $V+Z/r$ has a closed-form volume integral. Divided by the volume of the periodic cell, that integral is the atom's contribution to the Fourier component of the short-range potential at reciprocal vector $G=0$, the finite constant that remains in a plane-wave basis once the divergent Coulomb component is treated separately.

## Statement

The file works with a wider family. Let $\kappa$ be a real coefficient, let $i$ run over a finite index set, and let $c_i$, $d_i$ be real coefficients and exponents. Define
$$V_\kappa(r)=-\frac{Z}{r}+\frac{Z}{r}e^{-ar^2}+\kappa\,r\,e^{-br^2}+\sum_i c_i e^{-d_i r^2},\qquad C=\sum_i c_i .$$
The theorems say:

1. For all real $Z,a,\kappa,b,c_i,d_i$, the slope $(V_\kappa(r)-C)/r$ tends to $\kappa-Za$ as $r\to0^+$ (`vLoc_slope_tendsto`), $V_\kappa(r)$ tends to $C$ (`vLoc_tendsto`), and the slope tends to zero if and only if $\kappa=Za$ (`vLoc_slope_zero_iff`).
2. For $a>0$, $b>0$ and all $d_i>0$, the function $r^2(V_\kappa+Z/r)$ is integrable on $(0,\infty)$ and $4\pi$ times its integral is $2\pi Z/a+2\pi\kappa/b^2+\sum_i c_i(\pi/d_i)^{3/2}$ (`vLoc_g0`).
3. For $\kappa=Za$ and a single Gaussian these give the four claims at the top (`vECP_origin_and_g0`).

## Derivation

Gaussian moments. For a natural number $n$ and $b>0$, substitute $u=br^2$, so that $r=(u/b)^{1/2}$ and $dr=du/(2\sqrt{bu})$:
$$\int_0^\infty r^n e^{-br^2}dr=\tfrac12\,b^{-(n+1)/2}\int_0^\infty u^{(n-1)/2}e^{-u}\,du=\tfrac12\,b^{-(n+1)/2}\,\Gamma\!\Big(\frac{n+1}{2}\Big),$$
where $\Gamma$ is Euler's gamma function. With $\Gamma(1)=\Gamma(2)=1$ and $\Gamma(3/2)=\tfrac12\Gamma(1/2)=\sqrt\pi/2$,
$$\int_0^\infty r e^{-ar^2}dr=\frac1{2a},\qquad \int_0^\infty r^3e^{-br^2}dr=\frac1{2b^2},\qquad 4\pi\int_0^\infty r^2e^{-dr^2}dr=4\pi\,\frac{\sqrt\pi}{4\,d^{3/2}}=\Big(\frac\pi d\Big)^{3/2}.$$

The basic limit. For real $a$ write $q_a(r)=(e^{-ar^2}-1)/r^2$. The function $u\mapsto e^{-au}$ has derivative $-a$ at $u=0$, so $(e^{-au}-1)/u\to-a$ as $u\to0$. Setting $u=r^2$ gives $q_a(r)\to-a$ as $r\to0^+$.

Behaviour at the origin. For $r>0$, the first two terms of $V_\kappa$ combine to $Z(e^{-ar^2}-1)/r$, and $C$ is subtracted term by term from the sum. Dividing by $r$,
$$\frac{V_\kappa(r)-C}{r}=Z\,q_a(r)+\kappa\,e^{-br^2}+\sum_i c_i\,r\,q_{d_i}(r).$$
The first term tends to $-Za$, the second to $\kappa$, and each summand to $c_i\cdot0\cdot(-d_i)=0$. The slope therefore tends to $\kappa-Za$. Since
$$V_\kappa(r)=C+r\cdot\frac{V_\kappa(r)-C}{r},$$
the potential tends to $C+0\cdot(\kappa-Za)=C$. A limit is unique, so the slope tends to zero exactly when $\kappa=Za$. No sign of an exponent enters these steps.

The integral. For $r>0$, adding $Z/r$ removes the bare Coulomb term, and
$$r^2\Big(V_\kappa+\frac Zr\Big)=Z\,r e^{-ar^2}+\kappa\,r^3e^{-br^2}+\sum_i c_i\,r^2e^{-d_ir^2}.$$
With positive exponents each term is integrable, hence so is the finite sum, and the integral splits:
$$4\pi\Big(\frac{Z}{2a}+\frac{\kappa}{2b^2}\Big)+\sum_i c_i\Big(\frac{\pi}{d_i}\Big)^{3/2}=\frac{2\pi Z}{a}+\frac{2\pi\kappa}{b^2}+\sum_i c_i\Big(\frac{\pi}{d_i}\Big)^{3/2}.$$
Putting $\kappa=Za$ and keeping one Gaussian with $c_i=c$, $d_i=d$ gives the result for $V$.

## What the formal version assumes

`vECP Z a b c d r` is $V(r)$ and `vLoc Z a κ b c d r` is $V_\kappa(r)$, with `c d : ι → ℝ` the families $c_i$, $d_i$ over a finite type `ι`. The type may be empty; then $C=0$ and the sums vanish. All quantities are plain reals. Units are not tracked, and $Z$ is neither required to be positive nor an integer.

The filter `𝓝[>] 0` means $r\to0$ through positive values, as suits a radius, so the value of the formula at $r=0$ plays no part in the limits. The slope statement is the vanishing of the one-sided derivative at the origin of $V$ continued by the value $c$. Higher orders in $r$, and smoothness of $V$ as a function on three-dimensional space, are not addressed.

`g0 f` is defined as $4\pi\int_0^\infty r^2f(r)\,dr$, a Lebesgue integral over `Ioi 0`, the open half-line. The reduction of a volume integral to this radial form is built into the definition and not derived. There is no Fourier transform, no lattice, no division by a cell volume, and no statement at $G\neq0$ or about the divergent Coulomb component. The power $3/2$ is the real power of the positive number $\pi/d$.

The hypotheses `ha`, `hb`, `hd` of the main theorem are used only for integrability and the value of the integral. A small case shows what fails without `ha`; it is worked here on paper and is not a theorem of the file. Take $a=0$, $Z=1$, $c=0$ and any $b,d>0$. Then $V(r)=-1/r+1/r+0+0=0$ for $r>0$, so both limits at the origin still hold, but $r^2(V+1/r)=r$, whose integral over $(0,\infty)$ diverges: this $V$ has no Coulomb tail to cancel the added $Z/r$. In this case Lean's conventions, which give a non-integrable function the integral $0$ and $2\pi/0$ the value $0$, would turn the equation into $0=0$, so it is the clause with `IntegrableOn` that registers the failure.

## The file

```lean
import Mathlib

open Real MeasureTheory Set Filter Topology

namespace GaussianLocalECP

noncomputable section

/-- Local channel of the effective core potential,
`V(r) = -Z/r + (Z/r) e^{-a r²} + Z a r e^{-b r²} + c e^{-d r²}`. -/
def vECP (Z a b c d r : ℝ) : ℝ :=
  -Z / r + Z / r * exp (-a * r ^ 2) + Z * a * r * exp (-b * r ^ 2) + c * exp (-d * r ^ 2)

/-- Generalised local channel with a free coefficient `κ` of the term `r e^{-b r²}` and a
finite sum of Gaussians `∑ cᵢ e^{-dᵢ r²}`. -/
def vLoc {ι : Type*} [Fintype ι] (Z a κ b : ℝ) (c d : ι → ℝ) (r : ℝ) : ℝ :=
  -Z / r + Z / r * exp (-a * r ^ 2) + κ * r * exp (-b * r ^ 2)
    + ∑ i, c i * exp (-d i * r ^ 2)

/-- The `G = 0` integral `4π ∫₀^∞ r² f(r) dr` of a radial function. -/
def g0 (f : ℝ → ℝ) : ℝ :=
  4 * π * ∫ r in Ioi (0 : ℝ), r ^ 2 * f r

/-- For `b > 0` the function `rⁿ e^{-b r²}` is integrable on the radial half-line. -/
theorem moment_integrable (n : ℕ) {b : ℝ} (hb : 0 < b) :
    IntegrableOn (fun r : ℝ => r ^ n * exp (-b * r ^ 2)) (Ioi 0) := by
  have hn : (0 : ℝ) ≤ n := Nat.cast_nonneg n
  have hn' : (-1 : ℝ) < n := by linarith
  have h := integrableOn_rpow_mul_exp_neg_mul_sq hb hn'
  simpa only [Real.rpow_natCast] using h

/-- Radial Gaussian moment: `∫₀^∞ rⁿ e^{-b r²} dr = b^{-(n+1)/2} Γ((n+1)/2) / 2` for `b > 0`. -/
theorem gaussian_moment (n : ℕ) {b : ℝ} (hb : 0 < b) :
    ∫ r in Ioi (0 : ℝ), r ^ n * exp (-b * r ^ 2)
      = b ^ (-((n : ℝ) + 1) / 2) * (1 / 2) * Real.Gamma (((n : ℝ) + 1) / 2) := by
  have hn : (0 : ℝ) ≤ n := Nat.cast_nonneg n
  have hn' : (-1 : ℝ) < n := by linarith
  have h2 : (0 : ℝ) < 2 := by norm_num
  have h := integral_rpow_mul_exp_neg_mul_rpow h2 hn' hb
  simpa only [Real.rpow_natCast, Real.rpow_two] using h

/-- First moment: `∫₀^∞ r e^{-a r²} dr = 1/(2a)` for `a > 0`. -/
theorem moment_one {a : ℝ} (ha : 0 < a) :
    ∫ r in Ioi (0 : ℝ), r * exp (-a * r ^ 2) = 1 / (2 * a) := by
  have h := gaussian_moment 1 ha
  have e1 : -(((1 : ℕ) : ℝ) + 1) / 2 = -1 := by norm_num
  have e2 : (((1 : ℕ) : ℝ) + 1) / 2 = 1 := by norm_num
  rw [e1, e2, Real.rpow_neg_one, Real.Gamma_one] at h
  simp only [pow_one] at h
  rw [h]
  ring

/-- Third moment: `∫₀^∞ r³ e^{-b r²} dr = 1/(2b²)` for `b > 0`. -/
theorem moment_three {b : ℝ} (hb : 0 < b) :
    ∫ r in Ioi (0 : ℝ), r ^ 3 * exp (-b * r ^ 2) = 1 / (2 * b ^ 2) := by
  have e1 : -(((3 : ℕ) : ℝ) + 1) / 2 = -2 := by norm_num
  have e2 : (((3 : ℕ) : ℝ) + 1) / 2 = 2 := by norm_num
  rw [gaussian_moment 3 hb, e1, e2, Real.rpow_neg hb.le, Real.rpow_two b, Real.Gamma_two]
  ring

/-- Second moment: `4π ∫₀^∞ r² e^{-d r²} dr = (π/d)^{3/2}` for `d > 0`. -/
theorem moment_two {d : ℝ} (hd : 0 < d) :
    4 * π * ∫ r in Ioi (0 : ℝ), r ^ 2 * exp (-d * r ^ 2) = (π / d) ^ (3 / 2 : ℝ) := by
  have e1 : -(((2 : ℕ) : ℝ) + 1) / 2 = -(3 / 2) := by norm_num
  have e2 : (((2 : ℕ) : ℝ) + 1) / 2 = 1 / 2 + 1 := by norm_num
  have hpi : π ^ (3 / 2 : ℝ) = π * √π := by
    rw [Real.sqrt_eq_rpow, show (3 / 2 : ℝ) = 1 + 1 / 2 by norm_num,
      Real.rpow_add Real.pi_pos, Real.rpow_one]
  -- Γ(3/2) = Γ(1/2)/2 = √π/2
  rw [gaussian_moment 2 hd, e1, e2, Real.rpow_neg hd.le,
    Real.Gamma_add_one (show (1 / 2 : ℝ) ≠ 0 by norm_num), Real.Gamma_one_half_eq,
    Real.div_rpow Real.pi_pos.le hd.le, hpi]
  ring

/-- The quotient `(e^{-a r²} - 1)/r²` tends to `-a` as `r → 0⁺`. -/
theorem gaussian_quotient_tendsto (a : ℝ) :
    Tendsto (fun r : ℝ => (exp (-a * r ^ 2) - 1) / r ^ 2) (𝓝[>] 0) (𝓝 (-a)) := by
  -- derivative of e^{-a u} at u = 0, then substitute u = r²
  have hd : HasDerivAt (fun u : ℝ => exp (-a * u)) (-a) 0 := by
    have h := ((hasDerivAt_id' (0 : ℝ)).const_mul (-a)).exp
    exact h.congr_deriv (by simp)
  have h0 : Tendsto (fun r : ℝ => r ^ 2) (𝓝 0) (𝓝 0) :=
    Continuous.tendsto' (by fun_prop) 0 0 (by simp)
  have hsq : Tendsto (fun r : ℝ => r ^ 2) (𝓝[>] 0) (𝓝[≠] 0) := by
    refine tendsto_nhdsWithin_iff.2 ⟨h0.mono_left nhdsWithin_le_nhds, ?_⟩
    filter_upwards [self_mem_nhdsWithin] with r hr
    have hr' : 0 < r := hr
    exact Set.mem_compl_singleton_iff.2 (pow_ne_zero 2 hr'.ne')
  have h := (hasDerivAt_iff_tendsto_slope_zero.1 hd).comp hsq
  refine h.congr (fun r => ?_)
  simp only [Function.comp_apply, smul_eq_mul, zero_add, mul_zero, Real.exp_zero]
  ring

/-- The slope `(V(r) - ∑ cᵢ)/r` of the generalised local channel tends to `κ - Z a`
as `r → 0⁺`. -/
theorem vLoc_slope_tendsto {ι : Type*} [Fintype ι] (Z a κ b : ℝ) (c d : ι → ℝ) :
    Tendsto (fun r : ℝ => (vLoc Z a κ b c d r - ∑ i, c i) / r) (𝓝[>] 0) (𝓝 (κ - Z * a)) := by
  have hr00 : Tendsto (fun r : ℝ => r) (𝓝 0) (𝓝 0) :=
    Continuous.tendsto' (by fun_prop) 0 0 (by simp)
  have hr0 : Tendsto (fun r : ℝ => r) (𝓝[>] 0) (𝓝 0) := hr00.mono_left nhdsWithin_le_nhds
  have hb0 : Tendsto (fun r : ℝ => κ * exp (-b * r ^ 2)) (𝓝 0) (𝓝 κ) :=
    Continuous.tendsto' (by fun_prop) 0 κ (by simp)
  have hb : Tendsto (fun r : ℝ => κ * exp (-b * r ^ 2)) (𝓝[>] 0) (𝓝 κ) :=
    hb0.mono_left nhdsWithin_le_nhds
  -- each plain Gaussian is flat at the origin
  have hi : ∀ i, Tendsto (fun r : ℝ => c i * (r * ((exp (-d i * r ^ 2) - 1) / r ^ 2)))
      (𝓝[>] 0) (𝓝 (c i * (0 * -d i))) :=
    fun i => (hr0.mul (gaussian_quotient_tendsto (d i))).const_mul (c i)
  have hsum : Tendsto (fun r : ℝ => ∑ i, c i * (r * ((exp (-d i * r ^ 2) - 1) / r ^ 2)))
      (𝓝[>] 0) (𝓝 (∑ i, c i * (0 * -d i))) :=
    tendsto_finsetSum _ fun i _ => hi i
  have h := (((gaussian_quotient_tendsto a).const_mul Z).add hb).add hsum
  have e : Z * -a + κ + ∑ i, c i * (0 * -d i) = κ - Z * a := by
    simp only [zero_mul, mul_zero, Finset.sum_const_zero]
    ring
  rw [← e]
  refine h.congr' ?_
  filter_upwards [self_mem_nhdsWithin] with r hr
  have hr' : 0 < r := hr
  have hne : r ≠ 0 := hr'.ne'
  have hs : ∑ i, c i * (r * ((exp (-d i * r ^ 2) - 1) / r ^ 2))
      = ((∑ i, c i * exp (-d i * r ^ 2)) - ∑ i, c i) / r := by
    rw [← Finset.sum_sub_distrib, Finset.sum_div]
    refine Finset.sum_congr rfl fun i _ => ?_
    generalize exp (-d i * r ^ 2) = E
    field_simp
  simp only [vLoc]
  rw [hs]
  field_simp
  ring

/-- The generalised local channel tends to `∑ cᵢ` as `r → 0⁺`. -/
theorem vLoc_tendsto {ι : Type*} [Fintype ι] (Z a κ b : ℝ) (c d : ι → ℝ) :
    Tendsto (vLoc Z a κ b c d) (𝓝[>] 0) (𝓝 (∑ i, c i)) := by
  have hr00 : Tendsto (fun r : ℝ => r) (𝓝 0) (𝓝 0) :=
    Continuous.tendsto' (by fun_prop) 0 0 (by simp)
  have hr0 : Tendsto (fun r : ℝ => r) (𝓝[>] 0) (𝓝 0) := hr00.mono_left nhdsWithin_le_nhds
  -- V = ∑ c + r · slope
  have h : Tendsto (fun r : ℝ => (∑ i, c i) + r * ((vLoc Z a κ b c d r - ∑ i, c i) / r))
      (𝓝[>] 0) (𝓝 ((∑ i, c i) + 0 * (κ - Z * a))) :=
    tendsto_const_nhds.add (hr0.mul (vLoc_slope_tendsto Z a κ b c d))
  rw [zero_mul, add_zero] at h
  refine h.congr' ?_
  filter_upwards [self_mem_nhdsWithin] with r hr
  have hr' : 0 < r := hr
  have hne : r ≠ 0 := hr'.ne'
  have key : (∑ i, c i) + r * ((vLoc Z a κ b c d r - ∑ i, c i) / r) = vLoc Z a κ b c d r := by
    field_simp
    ring
  exact key

/-- The slope `(V(r) - ∑ cᵢ)/r` tends to zero as `r → 0⁺` exactly when `κ = Z a`. -/
theorem vLoc_slope_zero_iff {ι : Type*} [Fintype ι] (Z a κ b : ℝ) (c d : ι → ℝ) :
    Tendsto (fun r : ℝ => (vLoc Z a κ b c d r - ∑ i, c i) / r) (𝓝[>] 0) (𝓝 0)
      ↔ κ = Z * a := by
  have hs := vLoc_slope_tendsto Z a κ b c d
  constructor
  · intro h
    have h0 : (0 : ℝ) = κ - Z * a := tendsto_nhds_unique h hs
    linarith
  · intro h
    have h0 : κ - Z * a = 0 := sub_eq_zero.2 h
    rw [h0] at hs
    exact hs

/-- For positive exponents `r² (V + Z/r)` is integrable on the half-line, and the `G = 0`
integral of `V + Z/r` is `2πZ/a + 2πκ/b² + ∑ cᵢ (π/dᵢ)^{3/2}`. -/
theorem vLoc_g0 {ι : Type*} [Fintype ι] (Z κ : ℝ) {a b : ℝ} (c : ι → ℝ) {d : ι → ℝ}
    (ha : 0 < a) (hb : 0 < b) (hd : ∀ i, 0 < d i) :
    IntegrableOn (fun r : ℝ => r ^ 2 * (vLoc Z a κ b c d r + Z / r)) (Ioi 0) ∧
    g0 (fun r => vLoc Z a κ b c d r + Z / r)
      = 2 * π * Z / a + 2 * π * κ / b ^ 2 + ∑ i, c i * (π / d i) ^ (3 / 2 : ℝ) := by
  -- on r > 0 the integrand is a sum of Gaussian moments
  have heq : EqOn
      (fun r : ℝ => Z * (r * exp (-a * r ^ 2)) + κ * (r ^ 3 * exp (-b * r ^ 2))
        + ∑ i, c i * (r ^ 2 * exp (-d i * r ^ 2)))
      (fun r : ℝ => r ^ 2 * (vLoc Z a κ b c d r + Z / r)) (Ioi 0) := by
    intro r hr
    have hr' : 0 < r := hr
    have hne : r ≠ 0 := hr'.ne'
    have hs : ∑ i, c i * (r ^ 2 * exp (-d i * r ^ 2))
        = r ^ 2 * ∑ i, c i * exp (-d i * r ^ 2) := by
      rw [Finset.mul_sum]
      exact Finset.sum_congr rfl fun i _ => by ring
    simp only [vLoc]
    rw [hs]
    field_simp
    ring
  have m1 : IntegrableOn (fun r : ℝ => r * exp (-a * r ^ 2)) (Ioi 0) := by
    simpa only [pow_one] using moment_integrable 1 ha
  have h1 : Integrable (fun r : ℝ => Z * (r * exp (-a * r ^ 2)))
      (volume.restrict (Ioi 0)) := Integrable.const_mul m1 Z
  have h2 : Integrable (fun r : ℝ => κ * (r ^ 3 * exp (-b * r ^ 2)))
      (volume.restrict (Ioi 0)) := Integrable.const_mul (moment_integrable 3 hb) κ
  have h3i : ∀ i, Integrable (fun r : ℝ => c i * (r ^ 2 * exp (-d i * r ^ 2)))
      (volume.restrict (Ioi 0)) :=
    fun i => Integrable.const_mul (moment_integrable 2 (hd i)) (c i)
  have h3 : Integrable (fun r : ℝ => ∑ i, c i * (r ^ 2 * exp (-d i * r ^ 2)))
      (volume.restrict (Ioi 0)) :=
    MeasureTheory.integrable_finsetSum _ fun i _ => h3i i
  have h12 : Integrable
      (fun r : ℝ => Z * (r * exp (-a * r ^ 2)) + κ * (r ^ 3 * exp (-b * r ^ 2)))
      (volume.restrict (Ioi 0)) := h1.add h2
  have hall : IntegrableOn
      (fun r : ℝ => Z * (r * exp (-a * r ^ 2)) + κ * (r ^ 3 * exp (-b * r ^ 2))
        + ∑ i, c i * (r ^ 2 * exp (-d i * r ^ 2))) (Ioi 0) := h12.add h3
  refine ⟨hall.congr_fun heq measurableSet_Ioi, ?_⟩
  have hint : ∫ r in Ioi (0 : ℝ), r ^ 2 * (vLoc Z a κ b c d r + Z / r)
      = ∫ r in Ioi (0 : ℝ), (Z * (r * exp (-a * r ^ 2)) + κ * (r ^ 3 * exp (-b * r ^ 2))
        + ∑ i, c i * (r ^ 2 * exp (-d i * r ^ 2))) :=
    (setIntegral_congr_fun measurableSet_Ioi heq).symm
  -- the three kinds of term
  have i1 : ∫ r in Ioi (0 : ℝ), Z * (r * exp (-a * r ^ 2)) = Z * (1 / (2 * a)) := by
    rw [integral_const_mul, moment_one ha]
  have i2 : ∫ r in Ioi (0 : ℝ), κ * (r ^ 3 * exp (-b * r ^ 2)) = κ * (1 / (2 * b ^ 2)) := by
    rw [integral_const_mul, moment_three hb]
  have hswap : ∫ r in Ioi (0 : ℝ), ∑ i, c i * (r ^ 2 * exp (-d i * r ^ 2))
      = ∑ i, ∫ r in Ioi (0 : ℝ), c i * (r ^ 2 * exp (-d i * r ^ 2)) :=
    MeasureTheory.integral_finsetSum _ fun i _ => h3i i
  have i3 : 4 * π * ∫ r in Ioi (0 : ℝ), ∑ i, c i * (r ^ 2 * exp (-d i * r ^ 2))
      = ∑ i, c i * (π / d i) ^ (3 / 2 : ℝ) := by
    rw [hswap, Finset.mul_sum]
    refine Finset.sum_congr rfl fun i _ => ?_
    rw [integral_const_mul, ← moment_two (hd i)]
    ring
  show 4 * π * ∫ r in Ioi (0 : ℝ), r ^ 2 * (vLoc Z a κ b c d r + Z / r) = _
  rw [hint, integral_add h12 h3, integral_add h1 h2, i1, i2, ← i3]
  ring

/-- For `a, b, d > 0` the local channel tends to `c` with vanishing slope `(V - c)/r` as
`r → 0⁺`, the function `r² (V + Z/r)` is integrable, and the `G = 0` integral of `V + Z/r`
is `2πZ/a + 2πZa/b² + c (π/d)^{3/2}`. -/
theorem vECP_origin_and_g0 (Z c : ℝ) {a b d : ℝ} (ha : 0 < a) (hb : 0 < b) (hd : 0 < d) :
    Tendsto (vECP Z a b c d) (𝓝[>] 0) (𝓝 c) ∧
    Tendsto (fun r : ℝ => (vECP Z a b c d r - c) / r) (𝓝[>] 0) (𝓝 0) ∧
    IntegrableOn (fun r : ℝ => r ^ 2 * (vECP Z a b c d r + Z / r)) (Ioi 0) ∧
    g0 (fun r => vECP Z a b c d r + Z / r)
      = 2 * π * Z / a + 2 * π * Z * a / b ^ 2 + c * (π / d) ^ (3 / 2 : ℝ) := by
  -- the case κ = Z a with a single plain Gaussian
  have hV : vECP Z a b c d = vLoc Z a (Z * a) b (fun _ : Unit => c) (fun _ : Unit => d) := by
    funext r
    simp [vECP, vLoc]
  have h1 := vLoc_tendsto Z a (Z * a) b (fun _ : Unit => c) (fun _ : Unit => d)
  have h2 := (vLoc_slope_zero_iff Z a (Z * a) b (fun _ : Unit => c) (fun _ : Unit => d)).2 rfl
  obtain ⟨h3, h4⟩ := vLoc_g0 Z (Z * a) (fun _ : Unit => c) (d := fun _ : Unit => d)
    ha hb (fun _ => hd)
  simp only [Finset.univ_unique, Finset.sum_singleton] at h1 h2 h4
  rw [hV]
  refine ⟨h1, h2, h3, ?_⟩
  rw [h4]
  ring

end

end GaussianLocalECP
```

```lean
#print axioms GaussianLocalECP.vECP_origin_and_g0
-- 'GaussianLocalECP.vECP_origin_and_g0' depends on axioms: [propext, Classical.choice, Quot.sound]
```

## Notes on the proof

Moments. `moment_integrable` and `gaussian_moment` do not repeat the substitution $u=br^2$. They specialise the Mathlib results `integrableOn_rpow_mul_exp_neg_mul_sq` and `integral_rpow_mul_exp_neg_mul_rpow`, which hold for a real power greater than $-1$, to a natural number $n$. `moment_one` and `moment_three` insert `Real.Gamma_one` and `Real.Gamma_two`. `moment_two` writes $3/2$ as $1/2+1$, applies the recurrence `Real.Gamma_add_one` and `Real.Gamma_one_half_eq`, and uses $\pi^{3/2}=\pi\sqrt\pi$ (`hpi`); it already carries the factor $4\pi$.

The basic limit. In `gaussian_quotient_tendsto`, `hd` is the derivative of $e^{-au}$ at $0$, and `hasDerivAt_iff_tendsto_slope_zero` turns it into the limit of the difference quotient along `𝓝[≠] 0`. The substitution $u=r^2$ is composition with `hsq`, which says that $r^2$ tends to $0$ and stays nonzero for $r>0$.

The origin. `vLoc_slope_tendsto` follows the displayed decomposition from right to left. It assembles the limit of the right-hand side from $Z\,q_a$, from `hb` for the $\kappa$ term, and from `hi` and `hsum` for the Gaussians; `e` simplifies the limit to $\kappa-Za$; and the closing algebra identifies the right-hand side with the slope for $r>0$, with `hs` handling the sum. `vLoc_tendsto` uses $V_\kappa=C+r\cdot\text{slope}$, the identity `key`. `vLoc_slope_zero_iff` gets the forward direction from `tendsto_nhds_unique` and the reverse by substitution.

The integral. In `vLoc_g0`, `heq` is the displayed identity for $r^2(V_\kappa+Z/r)$ on $r>0$. Integrability is proved term by term (`h1`, `h2`, `h3`), added up in `hall`, and carried across `heq` to the original integrand. These same facts license the splitting: `integral_add` and `MeasureTheory.integral_finsetSum` each take integrability of the summands as arguments. The values `i1`, `i2`, `i3` are the three moments times their coefficients.

The main theorem. `vECP_origin_and_g0` takes `Unit`, the type with one element, as index set. `hV` identifies `vECP` with `vLoc` at $\kappa=Za$, the one-term sums collapse, and the four claims are read off from the general theorems.

A reusable technique. Radial formulas often hold only for $r>0$ because they divide by $r$. The file never manipulates the singular expression under the limit. It proves the limit for the simplified expression, transfers it with `h.congr'`, which needs equality only near the limit point, and discharges that with `filter_upwards [self_mem_nhdsWithin] with r hr`. This supplies $r>0$, hence $r\neq0$, which `field_simp` needs to clear denominators before `ring`. The analogue for integrals is an `EqOn` statement on `Ioi 0`, used once through `congr_fun` for integrability and once through `setIntegral_congr_fun` for the value.
